# Pseudomomentum conservation and infinite degeneracy in the Landau problem

## Definitions and conventions

Units are ħ = m = 1. `A` is an associative unital complex algebra, and `opComm a b` is [a, b] = ab − ba. `Canonical x y px py` assumes [x, px] = [y, py] = i·1 and that the other four pairs commute; `I • (1 : A)` is i times the identity.

```lean
import Mathlib

open Complex (I)
open MvPolynomial (X pderiv)

namespace LandauProblem

noncomputable section

variable {A : Type*} [Ring A] [Algebra ℂ A]

/-- The commutator `[a, b] = ab - ba`. -/
def opComm (a b : A) : A := a * b - b * a

/-- Canonical commutation relations in the plane (`ħ = 1`): `[x, px] = [y, py] = i`, and the
other four pairs commute. -/
structure Canonical (x y px py : A) : Prop where
  x_px : opComm x px = I • (1 : A)
  y_py : opComm y py = I • (1 : A)
  x_y : Commute x y
  x_py : Commute x py
  y_px : Commute y px
  px_py : Commute px py
```

B stands for charge times field strength, and the symmetric gauge with vector potential proportional to (−y, x) gives

πx = px + By/2,  πy = py − Bx/2,  Kx = px − By/2,  Ky = py + Bx/2
H = (πx² + πy²)/2,  L = x py − y px,  a± = πx ∓ iπy

with a₋ = `lowering` and a₊ = `raising`; the names fit real B > 0, and for B < 0 the roles are exchanged.

```lean
/-- Kinetic momentum `πx = px + B y / 2` in the symmetric gauge. -/
def piX (B : ℂ) (y px : A) : A := px + (B / 2) • y

/-- Kinetic momentum `πy = py - B x / 2` in the symmetric gauge. -/
def piY (B : ℂ) (x py : A) : A := py - (B / 2) • x

/-- Pseudomomentum `Kx = px - B y / 2`. -/
def kX (B : ℂ) (y px : A) : A := px - (B / 2) • y

/-- Pseudomomentum `Ky = py + B x / 2`. -/
def kY (B : ℂ) (x py : A) : A := py + (B / 2) • x

/-- The Landau Hamiltonian `H = (πx² + πy²) / 2` for unit mass. -/
def hamiltonian (B : ℂ) (x y px py : A) : A :=
  (1 / 2 : ℂ) • (piX B y px * piX B y px + piY B x py * piY B x py)

/-- Canonical angular momentum `L = x py - y px`. -/
def angMom (x y px py : A) : A := x * py - y * px

/-- The combination `πx + i πy`. -/
def lowering (B : ℂ) (x y px py : A) : A := piX B y px + I • piY B x py

/-- The combination `πx - i πy`. -/
def raising (B : ℂ) (x y px py : A) : A := piX B y px - I • piY B x py
```

This algebra underlies the Landau levels of one spinless charge in a plane, in a uniform magnetic field normal to the plane and with no scalar potential; adding the potential x to H spoils part (c), since [x, Kx] = i. Landau quantisation also gives the level ladder and the number of states per unit area, neither of which is obtained below. B may be any complex number, and there is no inner product, adjoint or operator domain.

## (a) Reordering rules

Task: turn the canonical relations into rules that order products as x, y, px, py.

Solution: x px − px x = i gives px x = x px − i, and likewise py y = y py − i. The other four pairs swap freely.

```lean
variable {x y px py : A}

/-- The canonical relations as rules that bring products into the order `x, y, px, py`. -/
theorem Canonical.reorder (h : Canonical x y px py) :
    px * x = x * px - I • (1 : A) ∧ py * y = y * py - I • (1 : A) ∧ y * x = x * y ∧
      py * x = x * py ∧ px * y = y * px ∧ py * px = px * py := by
  refine ⟨?_, ?_, h.x_y.eq.symm, h.x_py.eq.symm, h.y_px.eq.symm, h.px_py.eq.symm⟩
  · have h1 := h.x_px
    unfold opComm at h1
    rw [← h1]
    abel
  · have h1 := h.y_py
    unfold opComm at h1
    rw [← h1]
    abel
```

## (b) The Landau algebra

Task: show [πx, πy] = iB, [Kx, Ky] = −iB, and that each π commutes with each K.

Solution: by bilinearity, keeping the nonvanishing pairs,

[πx, πy] = −(B/2)[px, x] + (B/2)[y, py] = iB
[πx, Ky] = (B/2)[px, x] + (B/2)[y, py] = 0
[πy, Kx] = −(B/2)[py, y] − (B/2)[x, px] = 0

Replacing B by −B gives [Kx, Ky] = −iB. The pairs πx, Kx and πy, Ky contain only commuting operators. In Lean `simp only` expands and reorders with (a), and `module` compares coefficients.

```lean
/-- The algebra of the Landau problem: `[πx, πy] = iB`, `[Kx, Ky] = -iB`, and each kinetic
momentum commutes with each pseudomomentum. -/
theorem landau_algebra (h : Canonical x y px py) (B : ℂ) :
    opComm (piX B y px) (piY B x py) = (I * B) • (1 : A) ∧
    opComm (kX B y px) (kY B x py) = (-(I * B)) • (1 : A) ∧
    Commute (piX B y px) (kX B y px) ∧ Commute (piX B y px) (kY B x py) ∧
    Commute (piY B x py) (kX B y px) ∧ Commute (piY B x py) (kY B x py) := by
  obtain ⟨r1, r2, r3, r4, r5, r6⟩ := h.reorder
  -- expand the products, reorder them, compare coefficients
  refine ⟨?_, ?_, ?_, ?_, ?_, ?_⟩ <;>
    simp only [Commute, SemiconjBy, opComm, piX, piY, kX, kY, add_mul, mul_add, sub_mul,
      mul_sub, smul_mul_assoc, mul_smul_comm, r1, r2, r3, r4, r5, r6] <;>
    module
```

## (c) Conserved pseudomomentum

Task: show that H commutes with Kx and Ky.

Solution: each K commutes with πx and πy, hence with their squares (`mul_left`), the sum (`add_left`) and half of it (`smul_left`).

```lean
/-- Both components of the pseudomomentum commute with the Landau Hamiltonian. -/
theorem pseudomomentum_conserved (h : Canonical x y px py) (B : ℂ) :
    Commute (hamiltonian B x y px py) (kX B y px) ∧
    Commute (hamiltonian B x y px py) (kY B x py) := by
  obtain ⟨-, -, c1, c2, c3, c4⟩ := landau_algebra h B
  exact ⟨((c1.mul_left c1).add_left (c3.mul_left c3)).smul_left _,
    ((c2.mul_left c2).add_left (c4.mul_left c4)).smul_left _⟩
```

## (d) Cyclotron equations

Task: compute [H, πx] and [H, πy].

Solution: by the product rule (`e1`, `e2`) and (b),

[H, πx] = −½([πx, πy]πy + πy[πx, πy]) = −iB πy
[H, πy] = ½([πx, πy]πx + πx[πx, πy]) = iB πx

```lean
/-- Commutators of the Hamiltonian with the kinetic momenta: `[H, πx] = -iB πy` and
`[H, πy] = iB πx`. -/
theorem cyclotron_equations (h : Canonical x y px py) (B : ℂ) :
    opComm (hamiltonian B x y px py) (piX B y px) = (-(I * B)) • piY B x py ∧
    opComm (hamiltonian B x y px py) (piY B x py) = (I * B) • piX B y px := by
  have h1 := (landau_algebra h B).1
  -- product rule: both commutators reduce to `[πx, πy]`
  have e1 : opComm (hamiltonian B x y px py) (piX B y px) =
      (-(1 / 2 : ℂ)) • (opComm (piX B y px) (piY B x py) * piY B x py +
        piY B x py * opComm (piX B y px) (piY B x py)) := by
    simp only [opComm, hamiltonian, add_mul, mul_add, sub_mul, mul_sub, smul_mul_assoc,
      mul_smul_comm, mul_assoc]
    module
  have e2 : opComm (hamiltonian B x y px py) (piY B x py) =
      (1 / 2 : ℂ) • (opComm (piX B y px) (piY B x py) * piX B y px +
        piX B y px * opComm (piX B y px) (piY B x py)) := by
    simp only [opComm, hamiltonian, add_mul, mul_add, sub_mul, mul_sub, smul_mul_assoc,
      mul_smul_comm, mul_assoc]
    module
  constructor
  · rw [e1, h1]
    simp only [smul_mul_assoc, mul_smul_comm, one_mul, mul_one]
    module
  · rw [e2, h1]
    simp only [smul_mul_assoc, mul_smul_comm, one_mul, mul_one]
    module
```

## (e) H through K and L

Task: show H = (Kx² + Ky²)/2 − BL.

Solution: since y commutes with px and x with py,

πx² − Kx² = 2B y px,  πy² − Ky² = −2B x py

Half the sum is −BL. The check uses only these two swaps, `r4` and `r5`.

```lean
/-- The Hamiltonian in terms of pseudomomentum and angular momentum:
`H = (Kx² + Ky²) / 2 - B L`. -/
theorem hamiltonian_eq_pseudomomentum (h : Canonical x y px py) (B : ℂ) :
    hamiltonian B x y px py =
      (1 / 2 : ℂ) • (kX B y px * kX B y px + kY B x py * kY B x py) - B • angMom x y px py := by
  obtain ⟨-, -, -, r4, r5, -⟩ := h.reorder
  simp only [hamiltonian, angMom, piX, piY, kX, kY, add_mul, mul_add, sub_mul, mul_sub,
    smul_mul_assoc, mul_smul_comm, r4, r5]
  module
```

## (f) Conserved angular momentum

Task: show [H, L] = 0 for every B.

Solution: expanding the squares,

H = (px² + py²)/2 + (B²/8)(x² + y²) − (B/2)L
[L, x] = iy,  [L, y] = −ix,  [L, px] = i py,  [L, py] = −i px

Then [L, x² + y²] = 2i xy − 2i xy = 0, and the momenta cancel in the same way. Lean instead brings HL and LH into the order of (a); `s1` to `s6` apply the rules inside longer products.

```lean
/-- The canonical angular momentum commutes with the Landau Hamiltonian, for every `B`. -/
theorem angMom_conserved (h : Canonical x y px py) (B : ℂ) :
    Commute (hamiltonian B x y px py) (angMom x y px py) := by
  obtain ⟨r1, r2, r3, r4, r5, r6⟩ := h.reorder
  -- the reordering rules inside longer products
  have s1 : ∀ z, px * (x * z) = x * (px * z) - I • z := fun z => by
    rw [← mul_assoc, r1, sub_mul, mul_assoc, smul_mul_assoc, one_mul]
  have s2 : ∀ z, py * (y * z) = y * (py * z) - I • z := fun z => by
    rw [← mul_assoc, r2, sub_mul, mul_assoc, smul_mul_assoc, one_mul]
  have s3 : ∀ z, y * (x * z) = x * (y * z) := fun z => by rw [← mul_assoc, r3, mul_assoc]
  have s4 : ∀ z, py * (x * z) = x * (py * z) := fun z => by rw [← mul_assoc, r4, mul_assoc]
  have s5 : ∀ z, px * (y * z) = y * (px * z) := fun z => by rw [← mul_assoc, r5, mul_assoc]
  have s6 : ∀ z, py * (px * z) = px * (py * z) := fun z => by rw [← mul_assoc, r6, mul_assoc]
  simp only [Commute, SemiconjBy, hamiltonian, angMom, piX, piY, add_mul, mul_add, sub_mul,
    mul_sub, smul_mul_assoc, mul_smul_comm, mul_assoc, mul_one,
    r1, r2, r3, r4, r5, r6, s1, s2, s3, s4, s5, s6]
  module
```

## (g) Factorisation

Task: show H = a₊a₋/2 + B/2.

Solution:

a₊a₋ = πx² + πy² + i[πx, πy] = 2H − B

Step `e` is the expansion, `hII` is i² = −1, and `hc` is i·iB = −B.

```lean
/-- Factorisation of the Hamiltonian: `H = (πx - iπy)(πx + iπy) / 2 + B / 2`. -/
theorem hamiltonian_factorisation (h : Canonical x y px py) (B : ℂ) :
    hamiltonian B x y px py =
      (1 / 2 : ℂ) • (raising B x y px py * lowering B x y px py) + (B / 2) • (1 : A) := by
  have h1 := (landau_algebra h B).1
  have hII : ∀ v : A, I • I • v = -v := fun v => by
    rw [smul_smul, Complex.I_mul_I, neg_one_smul]
  have hc : I • ((I * B) • (1 : A)) = -(B • (1 : A)) := by
    rw [smul_smul, ← mul_assoc, Complex.I_mul_I, neg_one_mul, neg_smul]
  -- the cross terms give `i [πx, πy]`
  have e : raising B x y px py * lowering B x y px py =
      piX B y px * piX B y px - I • I • (piY B x py * piY B x py) +
        I • opComm (piX B y px) (piY B x py) := by
    simp only [raising, lowering, opComm, mul_add, sub_mul, smul_mul_assoc,
      mul_smul_comm]
    module
  rw [e, h1, hc, hII (piY B x py * piY B x py)]
  unfold hamiltonian
  module
```

## (h) Trace argument

Task: let [P, Q] = c·1 with c ≠ 0 on a complex vector space V. Show that a finite-dimensional subspace W invariant under P and Q is zero (`⊥`).

Solution: the restrictions P′, Q′ to W obey the same relation (`h'`), and

0 = tr(P′Q′) − tr(Q′P′) = c · dim W

by `LinearMap.trace_mul_comm`, so dim W = 0. For c = 0 the claim fails: take P = Q = 0 and W = V = ℂ.

```lean
/-- A finite-dimensional subspace invariant under two operators whose commutator is a nonzero
multiple of the identity is the zero subspace. -/
theorem invariant_subspace_eq_bot {V : Type*} [AddCommGroup V] [Module ℂ V]
    (W : Submodule ℂ V) [FiniteDimensional ℂ W] (P Q : Module.End ℂ V) (c : ℂ) (hc : c ≠ 0)
    (h : opComm P Q = c • (1 : Module.End ℂ V))
    (hP : ∀ v ∈ W, P v ∈ W) (hQ : ∀ v ∈ W, Q v ∈ W) : W = ⊥ := by
  let P' : Module.End ℂ W := LinearMap.restrict P hP
  let Q' : Module.End ℂ W := LinearMap.restrict Q hQ
  have h' : P' * Q' - Q' * P' = c • (1 : Module.End ℂ W) := by
    refine LinearMap.ext fun v => Subtype.ext ?_
    have hv := LinearMap.congr_fun h v.1
    exact hv
  -- the trace of a commutator vanishes, the trace of `c` is `c · dim W`
  have ht : LinearMap.trace ℂ W (P' * Q' - Q' * P') =
      LinearMap.trace ℂ W (c • (1 : Module.End ℂ W)) := by rw [h']
  rw [map_sub, LinearMap.trace_mul_comm ℂ P' Q', sub_self, map_smul, LinearMap.trace_one,
    smul_eq_mul] at ht
  have h0 : Module.finrank ℂ W = 0 := by
    have h1 := (mul_eq_zero.mp ht.symm).resolve_left hc
    exact_mod_cast h1
  exact Submodule.finrank_eq_zero.mp h0
```

## (i) Infinite degeneracy

Task: let the canonical operators be linear maps defined on all of V (`Module.End ℂ V`), with B ≠ 0. If Hψ = Eψ with ψ ≠ 0, show that the eigenspace for E is not finite-dimensional. The eigenvector is assumed, and dimension is meant algebraically.

Solution: if [H, K] = 0 and Hv = Ev, then H(Kv) = K(Hv) = E Kv (`hinv`). By (c) the eigenspace is invariant under Kx and Ky. If it were finite-dimensional, (h) with c = −iB would make it zero, contradicting ψ ≠ 0.

```lean
/-- For canonical operators on a complex vector space and `B ≠ 0`, if `H ψ = E ψ` with `ψ ≠ 0`
then the eigenspace of `H` for `E` is infinite-dimensional. -/
theorem infinite_degeneracy {V : Type*} [AddCommGroup V] [Module ℂ V]
    {x y px py : Module.End ℂ V} (h : Canonical x y px py) {B : ℂ} (hB : B ≠ 0)
    {E : ℂ} {ψ : V} (hψ : ψ ≠ 0) (hE : hamiltonian B x y px py ψ = E • ψ) :
    ¬ FiniteDimensional ℂ (Module.End.eigenspace (hamiltonian B x y px py) E) := by
  intro hfin
  -- an operator commuting with `H` preserves its eigenspaces
  have hinv : ∀ K : Module.End ℂ V, Commute (hamiltonian B x y px py) K →
      ∀ v ∈ Module.End.eigenspace (hamiltonian B x y px py) E,
        K v ∈ Module.End.eigenspace (hamiltonian B x y px py) E := by
    intro K hK v hv
    rw [Module.End.mem_eigenspace_iff] at hv ⊢
    calc hamiltonian B x y px py (K v) = (hamiltonian B x y px py * K) v := rfl
      _ = (K * hamiltonian B x y px py) v := by rw [hK.eq]
      _ = K (hamiltonian B x y px py v) := rfl
      _ = E • K v := by rw [hv, map_smul]
  have hK := pseudomomentum_conserved h B
  have hbot := invariant_subspace_eq_bot (Module.End.eigenspace (hamiltonian B x y px py) E)
    (kX B y px) (kY B x py) (-(I * B))
    (neg_ne_zero.mpr (mul_ne_zero Complex.I_ne_zero hB)) (landau_algebra h B).2.1
    (hinv _ hK.1) (hinv _ hK.2)
  exact hψ ((Submodule.eq_bot_iff _).mp hbot ψ (Module.End.mem_eigenspace_iff.mpr hE))
```

## (j) A polynomial model

Task: on complex polynomials in x₀ = x, x₁ = y, let positions act by multiplication and p_j = −i(∂_j − (B/2)x_j). Show that these operators are canonical and that H1 = (B/2)1.

```lean
/-- Complex polynomials in two variables. -/
abbrev Poly := MvPolynomial (Fin 2) ℂ

/-- Position operator on polynomials: multiplication by the `j`-th variable. -/
def polyPos (j : Fin 2) : Module.End ℂ Poly := LinearMap.mulLeft ℂ (X j)

/-- Momentum operator `-i (∂_j - s x_j)` on polynomials. -/
def polyMom (s : ℂ) (j : Fin 2) : Module.End ℂ Poly :=
  (-I) • ((pderiv j : Derivation ℂ Poly Poly).toLinearMap - s • polyPos j)
```

Solution: [x_j, p_j]f = −i(x_j ∂_j f − ∂_j(x_j f)) = if. The other pairs commute because ∂₀x₁ = ∂₁x₀ = 0 and mixed partial derivatives agree (`hsym`, by induction on f). Since p_j 1 = i(B/2)x_j,

a₋1 = (iBx/2 + By/2) + i(iBy/2 − Bx/2) = 0

This is `hlow`, and (g) gives H1 = (B/2)1. For B ≠ 0 the model meets every hypothesis of (i) with E = B/2.

Two physical readings are left without proof here: under dπ/dt = i[H, π], part (d) describes rotation at angular frequency |B| for real B ≠ 0, and a polynomial f represents the wavefunction f·exp(−B(x² + y²)/4), which is normalisable for real B > 0.

```lean
/-- On polynomials, the positions `x_j` and momenta `-i (∂_j - (B/2) x_j)` are canonical, and the
constant polynomial `1` satisfies `H 1 = (B/2) 1`. -/
theorem canonical_witness (B : ℂ) :
    Canonical (polyPos 0) (polyPos 1) (polyMom (B / 2) 0) (polyMom (B / 2) 1) ∧
    hamiltonian B (polyPos 0) (polyPos 1) (polyMom (B / 2) 0) (polyMom (B / 2) 1) (1 : Poly) =
      (B / 2) • (1 : Poly) := by
  have hp : ∀ (j : Fin 2) (f : Poly), polyPos j f = X j * f := by
    intro j f
    rfl
  have hm : ∀ (j : Fin 2) (f : Poly),
      polyMom (B / 2) j f = (-I) • (pderiv j f - (B / 2) • (X j * f)) := by
    intro j f
    rfl
  have h00 : pderiv (0 : Fin 2) (X 0 : Poly) = 1 := MvPolynomial.pderiv_X_self 0
  have h11 : pderiv (1 : Fin 2) (X 1 : Poly) = 1 := MvPolynomial.pderiv_X_self 1
  have h01 : pderiv (0 : Fin 2) (X 1 : Poly) = 0 := MvPolynomial.pderiv_X_of_ne (by decide)
  have h10 : pderiv (1 : Fin 2) (X 0 : Poly) = 0 := MvPolynomial.pderiv_X_of_ne (by decide)
  have hc : ∀ j k i : Fin 2, pderiv j (pderiv k (X i : Poly)) = 0 := by
    intro j k i
    by_cases hik : i = k
    · subst hik
      rw [MvPolynomial.pderiv_X_self, Derivation.map_one_eq_zero]
    · rw [MvPolynomial.pderiv_X_of_ne hik, map_zero]
  -- partial derivatives commute
  have hsym : ∀ f : Poly, pderiv (0 : Fin 2) (pderiv (1 : Fin 2) f) =
      pderiv (1 : Fin 2) (pderiv (0 : Fin 2) f) := by
    intro f
    induction f using MvPolynomial.induction_on
    next a => simp only [MvPolynomial.pderiv_C, map_zero]
    next p q ihp ihq => simp only [map_add, ihp, ihq]
    next p i ih =>
      simp only [MvPolynomial.pderiv_mul, map_add, hc, ih]
      ring
  have hcan : Canonical (polyPos 0) (polyPos 1) (polyMom (B / 2) 0) (polyMom (B / 2) 1) := by
    refine ⟨?_, ?_, ?_, ?_, ?_, ?_⟩
    all_goals
      (try unfold Commute SemiconjBy)
      refine LinearMap.ext fun f => ?_
      simp only [opComm, LinearMap.sub_apply, Module.End.mul_apply, LinearMap.smul_apply,
        Module.End.one_apply, hp, hm, Derivation.map_smul, map_sub,
        MvPolynomial.pderiv_mul, h00, h11, h01, h10, hsym]
      (try simp only [MvPolynomial.smul_eq_C_mul, map_neg])
      ring
  -- `πx + iπy` annihilates the constant polynomial
  have hI : (MvPolynomial.C I : Poly) * MvPolynomial.C I = -1 := by
    rw [← map_mul, Complex.I_mul_I, map_neg, map_one]
  have hlow : lowering B (polyPos 0) (polyPos 1) (polyMom (B / 2) 0) (polyMom (B / 2) 1)
      (1 : Poly) = 0 := by
    simp only [lowering, piX, piY, LinearMap.add_apply, LinearMap.sub_apply,
      LinearMap.smul_apply, hp, hm, Derivation.map_one_eq_zero, mul_one]
    simp only [MvPolynomial.smul_eq_C_mul, map_neg]
    linear_combination ((MvPolynomial.C (B / 2) : Poly) * X 1) * hI
  refine ⟨hcan, ?_⟩
  rw [hamiltonian_factorisation hcan B]
  simp only [LinearMap.add_apply, LinearMap.smul_apply, Module.End.mul_apply,
    Module.End.one_apply, hlow, map_zero, smul_zero, zero_add]

end

end LandauProblem
```

```lean
#print axioms LandauProblem.pseudomomentum_conserved
#print axioms LandauProblem.hamiltonian_eq_pseudomomentum
#print axioms LandauProblem.angMom_conserved
#print axioms LandauProblem.infinite_degeneracy
```

```
'LandauProblem.pseudomomentum_conserved' depends on axioms: [propext, Classical.choice, Quot.sound]
'LandauProblem.hamiltonian_eq_pseudomomentum' depends on axioms: [propext, Classical.choice, Quot.sound]
'LandauProblem.angMom_conserved' depends on axioms: [propext, Classical.choice, Quot.sound]
'LandauProblem.infinite_degeneracy' depends on axioms: [propext, Classical.choice, Quot.sound]
```
